# Joining two Hückel fragments through non-bonding orbitals raises the sum of absolute orbital energies by at least $2|u\cdot Cv|$

Let two conjugated fragments have real symmetric Hückel matrices $A$ and $B$, with energies measured from the non-bonding level. Suppose that each has a normalised non-bonding orbital: $Au=0$, $Bv=0$, $u\cdot u=v\cdot v=1$. Join them by any real coupling block $C$, and write $E(M)$ for the sum of the absolute eigenvalues of $M$, counted with multiplicity. Then

$$E(H)\;\ge\;E(A)+E(B)+2\,|u\cdot Cv|,\qquad H=\begin{pmatrix}A&C\\C^{T}&B\end{pmatrix}.$$

Dewar's perturbation treatment of union gives $2|u\cdot Cv|$ as a first-order estimate when each fragment has one non-bonding orbital. Here the same quantity is a lower bound for a coupling of any strength, within the finite, non-interacting Hückel model.

The link with π-electron energy is the filling of the orbitals. If every level below zero is doubly occupied and every level above zero is empty, the total energy is $2\sum_{\lambda<0}\lambda=\operatorname{tr}H-E(H)$. If the fragments and the union are all filled in this way, then, since $\operatorname{tr}H=\operatorname{tr}A+\operatorname{tr}B$, union lowers the total by exactly the increase in $E$. Neutral alternant hydrocarbons with equal site energies are filled in this way, apart from electrons at zero energy, which contribute nothing. The theorems concern eigenvalues only, so this filling has to be supplied separately.

## A trial matrix built from orbital signs

**A trace bound.** Let $H$ have orthonormal eigenvectors $q_i$ with eigenvalues $\lambda_i$, and let $W$ satisfy $|x\cdot Wx|\le x\cdot x$ for every $x$. Evaluating the trace in the basis $q_i$ gives

$$\operatorname{tr}(HW)=\sum_i\lambda_i\,(q_i\cdot Wq_i)\le\sum_i|\lambda_i|=E(H).$$

**The sign matrix of a fragment.** Now let $q_i,\lambda_i$ belong to $A$, and put $S=\sum_{\lambda_i\ne0}\operatorname{sgn}(\lambda_i)\,q_iq_i^{T}$. Then $\operatorname{tr}(AS)=\sum_i|\lambda_i|=E(A)$. For a vector $a$, write $c_i=q_i\cdot a$ and $d_i=q_i\cdot u$. Since $\lambda_id_i=q_i\cdot Au=0$, the orbital $u$ has components on zero levels only. By the Cauchy–Schwarz inequality and $\sum_i d_i^2=1$,

$$|a\cdot Sa|\le\sum_{\lambda_i\neq0}c_i^2,\qquad (u\cdot a)^2=\Big(\sum_{\lambda_i=0}d_ic_i\Big)^2\le\sum_{\lambda_i=0}c_i^2.$$

Adding these gives $|a\cdot Sa|+(u\cdot a)^2\le a\cdot a$. Let $T$ be the corresponding matrix for $B$, so that $|b\cdot Tb|+(v\cdot b)^2\le b\cdot b$.

**The union.** Take

$$W=\begin{pmatrix}S&uv^{T}\\vu^{T}&T\end{pmatrix},\qquad x=\begin{pmatrix}a\\b\end{pmatrix}.$$

Then $x\cdot Wx=a\cdot Sa+b\cdot Tb+2(u\cdot a)(v\cdot b)$. Because $2|(u\cdot a)(v\cdot b)|\le(u\cdot a)^2+(v\cdot b)^2$, the two fragment inequalities give $|x\cdot Wx|\le a\cdot a+b\cdot b=x\cdot x$. The trace bound therefore applies. The diagonal blocks of $HW$ are $AS+Cvu^{T}$ and $C^{T}uv^{T}+BT$, so

$$E(H)\ge\operatorname{tr}(HW)=E(A)+E(B)+2\,u\cdot Cv.$$

The vector $-u$ is also a normalised non-bonding orbital of $A$. Using it when $u\cdot Cv<0$ supplies the absolute value.

For a single bond of strength $\beta$ between atom $r$ of the first fragment and atom $s$ of the second, $u\cdot Cv=\beta u_rv_s$. With one atom in each fragment and $A=B=0$, the union has eigenvalues $\pm\beta$ and the bound is an equality.

## Two allyl fragments: hexatriene and benzene

Let all site energies be zero and all bonds, old and new, have the same strength $\beta$, and work in units of $|\beta|$. In a non-bonding orbital the coefficients on the neighbours of each atom sum to zero, which gives $(1,0,-1)/\sqrt2$ for allyl. The allyl levels are $\pm\sqrt2$ and $0$, so two separate fragments have $E=4\sqrt2\approx5.657$.

One bond between terminal atoms gives hexatriene, with $|u\cdot Cv|=\tfrac12$ and a guaranteed gain of $1$. Diagonalisation gives $E\approx6.988$, a gain of about $1.331$. Bonds at both pairs of ends give benzene. The two contributions have the same sign, so $|u\cdot Cv|=1$ and the guaranteed gain is $2$; the actual value $E=8$ is a gain of about $2.343$.

## Fragments and their union in Lean

The types `m` and `n` are the finite sets of atoms of the two fragments, not their sizes.

```lean
import Mathlib

open Matrix

namespace DewarUnion

variable {m n : Type*} [Fintype m] [DecidableEq m] [Fintype n] [DecidableEq n]
```

For a real matrix, `IsHermitian` means symmetric. The function `energy` takes the proof of symmetry as its argument, and the matrix is inferred from it. Despite its name, it is the non-negative quantity $E$, not the total electronic energy.

```lean
/-- The sum of the absolute orbital energies of a real symmetric Hückel matrix, counted with
multiplicity. -/
noncomputable def energy {A : Matrix n n ℝ} (hA : A.IsHermitian) : ℝ :=
  ∑ i, |hA.eigenvalues i|
```

The block matrix `fromBlocks A C Cᵀ B` is $H$, indexed by the disjoint union of the two sets of atoms. Its symmetry follows from that of the fragments. The fragment matrices enter unchanged, so any relaxation of their own bonds on joining is left out.

```lean
omit [Fintype m] [DecidableEq m] [Fintype n] [DecidableEq n] in
/-- Two symmetric fragments joined by a real coupling block and its transpose form a symmetric
Hückel matrix. -/
theorem union_isHermitian {A : Matrix m m ℝ} {B : Matrix n n ℝ} (hA : A.IsHermitian)
    (hB : B.IsHermitian) (C : Matrix m n ℝ) : (fromBlocks A C Cᵀ B).IsHermitian :=
  Matrix.IsHermitian.fromBlocks hA (conjTranspose_eq_transpose_of_trivial C) hB
```

## The orbital basis and the trace bound

The columns of `Q` are the orthonormal orbitals $q_i$, and the second equation collects all the eigenvalue equations. Orthonormality refers to the ordinary dot product, which corresponds to the Hückel neglect of overlap between atomic orbitals.

```lean
/-- A real symmetric Hückel matrix has an orthogonal matrix of molecular orbitals, stored as
columns. -/
theorem exists_orbitals {A : Matrix n n ℝ} (hA : A.IsHermitian) :
    ∃ Q : Matrix n n ℝ, Qᵀ * Q = 1 ∧ A * Q = Q * diagonal hA.eigenvalues := by
  refine ⟨(hA.eigenvectorUnitary : Matrix n n ℝ), ?_, ?_⟩
  · have h := Matrix.mem_unitaryGroup_iff'.mp hA.eigenvectorUnitary.2
    rwa [Matrix.star_eq_conjTranspose, conjTranspose_eq_transpose_of_trivial] at h
  · ext k i
    have h := congrFun (hA.mulVec_eigenvectorBasis i) k
    rw [Matrix.mul_diagonal]
    exact h.trans (mul_comm _ _)
```

In the next theorem, `⬝ᵥ` is the dot product and `*ᵥ` applies a matrix to a vector. The `calc` chain inserts $QQ^{T}=1$, uses the eigenvalue equation and moves factors cyclically under the trace. This produces $\sum_i\lambda_i(q_i\cdot Wq_i)$, with `l i` for $\lambda_i$ and `Qᵀ i` for $q_i$. The hypothesis on `W` then bounds each term. `W` need not be symmetric.

```lean
/-- Variational bound: if the quadratic form of `W` never exceeds the squared length in absolute
value, then the trace of `A * W` is at most the sum of absolute orbital energies of the
symmetric matrix `A`. -/
theorem trace_mul_le_energy {A : Matrix n n ℝ} (hA : A.IsHermitian) (W : Matrix n n ℝ)
    (hW : ∀ x : n → ℝ, |x ⬝ᵥ W *ᵥ x| ≤ x ⬝ᵥ x) : Matrix.trace (A * W) ≤ energy hA := by
  obtain ⟨Q, hQ, hAQ⟩ := exists_orbitals hA
  have hQ' : Q * Qᵀ = 1 := mul_eq_one_comm.mp hQ
  unfold energy
  generalize hA.eigenvalues = l at hAQ ⊢
  -- evaluate the trace in the orbital basis
  calc Matrix.trace (A * W) = Matrix.trace (A * (Q * Qᵀ) * W) := by rw [hQ', Matrix.mul_one]
    _ = Matrix.trace (Q * (diagonal l * (Qᵀ * W))) := by
        rw [← Matrix.mul_assoc A, hAQ]
        simp only [Matrix.mul_assoc]
    _ = Matrix.trace (diagonal l * (Qᵀ * (W * Q))) := by
        rw [Matrix.trace_mul_comm]
        simp only [Matrix.mul_assoc]
    _ = ∑ i, l i * (Qᵀ i ⬝ᵥ W *ᵥ Qᵀ i) := by
        simp only [Matrix.trace, Matrix.diag_apply, Matrix.diagonal_mul]
        rfl
    _ ≤ ∑ i, |l i| := by
        refine Finset.sum_le_sum fun i _ => ?_
        have h1 : Qᵀ i ⬝ᵥ Qᵀ i = 1 :=
          (congrFun (congrFun hQ i) i).trans (Matrix.one_apply_eq i)
        have h := hW (Qᵀ i)
        rw [h1] at h
        calc l i * (Qᵀ i ⬝ᵥ W *ᵥ Qᵀ i) ≤ |l i| * |Qᵀ i ⬝ᵥ W *ᵥ Qᵀ i| := by
              rw [← abs_mul]
              exact le_abs_self _
          _ ≤ |l i| := mul_le_of_le_one_right (abs_nonneg _) h
```

## Room for a non-bonding orbital

The theorem provides one matrix `S` that serves every non-bonding vector of length at most one. The signs are defined as `l i / |l i|`; Lean's convention $0/0=0$ gives the required zero on non-bonding levels.

After the trace has been evaluated, `key` states that passing to orbital components preserves dot products, and `hd` is the relation $\lambda_id_i=0$. The vector `p` keeps only the zero-level components of `a`. Then `h1` bounds the form of `S`, `h2` and `h3` give the Cauchy–Schwarz step, and `h4` splits $a\cdot a$ into its non-zero-level and zero-level parts.

```lean
/-- A symmetric fragment has a matrix `S` that attains its sum of absolute orbital energies and
whose quadratic form leaves room for the projection on any non-bonding orbital `u` of length at
most one. -/
theorem exists_sign_matrix {A : Matrix n n ℝ} (hA : A.IsHermitian) :
    ∃ S : Matrix n n ℝ, Matrix.trace (A * S) = energy hA ∧
      ∀ u : n → ℝ, A *ᵥ u = 0 → u ⬝ᵥ u ≤ 1 →
        ∀ a : n → ℝ, |a ⬝ᵥ S *ᵥ a| + (u ⬝ᵥ a) ^ 2 ≤ a ⬝ᵥ a := by
  obtain ⟨Q, hQ, hAQ⟩ := exists_orbitals hA
  have hQ' : Q * Qᵀ = 1 := mul_eq_one_comm.mp hQ
  unfold energy
  generalize hA.eigenvalues = l at hAQ ⊢
  -- the signs of the orbital energies, zero on non-bonding levels
  obtain ⟨s, hs, hs0, hs1⟩ : ∃ s : n → ℝ, (∀ i, l i * s i = |l i|) ∧
      (∀ i, l i = 0 → s i = 0) ∧ (∀ i, l i ≠ 0 → |s i| = 1) := by
    refine ⟨fun i => l i / |l i|, fun i => ?_, fun i h => by simp [h], fun i h => ?_⟩
    · by_cases h : l i = 0
      · simp [h]
      · change l i * (l i / |l i|) = |l i|
        rw [← mul_div_assoc, ← abs_mul_abs_self, mul_div_assoc,
          div_self (abs_ne_zero.mpr h), mul_one]
    · change |(l i / |l i|)| = 1
      rw [abs_div, abs_abs, div_self (abs_ne_zero.mpr h)]
  refine ⟨Q * diagonal s * Qᵀ, ?_, ?_⟩
  · calc Matrix.trace (A * (Q * diagonal s * Qᵀ))
        = Matrix.trace ((A * Q) * diagonal s * Qᵀ) := by simp only [Matrix.mul_assoc]
      _ = Matrix.trace (Qᵀ * (Q * diagonal l * diagonal s)) := by
          rw [hAQ, Matrix.trace_mul_comm]
      _ = Matrix.trace (diagonal l * diagonal s) := by
          rw [Matrix.mul_assoc, ← Matrix.mul_assoc Qᵀ, hQ, Matrix.one_mul]
      _ = ∑ i, |l i| := by
          rw [Matrix.diagonal_mul_diagonal, Matrix.trace_diagonal]
          exact Finset.sum_congr rfl fun i _ => hs i
  · intro u hu hu1 a
    have key : ∀ x y : n → ℝ, (Qᵀ *ᵥ x) ⬝ᵥ (Qᵀ *ᵥ y) = x ⬝ᵥ y := by
      intro x y
      rw [Matrix.dotProduct_mulVec, Matrix.vecMul_transpose, Matrix.mulVec_mulVec, hQ',
        Matrix.one_mulVec]
    have hAt : Aᵀ = A := (conjTranspose_eq_transpose_of_trivial A).symm.trans hA.eq
    have hcomm : diagonal l * Qᵀ = Qᵀ * A := by
      have h := congrArg Matrix.transpose hAQ
      rw [Matrix.transpose_mul, Matrix.transpose_mul, Matrix.diagonal_transpose, hAt] at h
      exact h.symm
    -- a non-bonding orbital has components on zero levels only
    have hz : diagonal l *ᵥ (Qᵀ *ᵥ u) = 0 := by
      rw [Matrix.mulVec_mulVec, hcomm, ← Matrix.mulVec_mulVec, hu, Matrix.mulVec_zero]
    have hd : ∀ i, l i * (Qᵀ *ᵥ u) i = 0 := fun i => by
      simpa only [Matrix.mulVec_diagonal, Pi.zero_apply] using congrFun hz i
    have hq : a ⬝ᵥ (Q * diagonal s * Qᵀ) *ᵥ a = ∑ i, s i * (Qᵀ *ᵥ a) i ^ 2 := by
      rw [← Matrix.mulVec_mulVec, ← Matrix.mulVec_mulVec, Matrix.dotProduct_mulVec,
        ← Matrix.mulVec_transpose]
      simp only [dotProduct, Matrix.mulVec_diagonal]
      exact Finset.sum_congr rfl fun i _ => by ring
    rw [hq, ← key u a, ← key a a]
    rw [← key u u] at hu1
    set c := Qᵀ *ᵥ a
    set d := Qᵀ *ᵥ u
    let p : n → ℝ := fun i => if l i = 0 then c i else 0
    have h1 : |∑ i, s i * c i ^ 2| ≤ ∑ i, |s i| * c i ^ 2 :=
      (Finset.abs_sum_le_sum_abs _ _).trans_eq (Finset.sum_congr rfl fun i _ => by
        rw [abs_mul, abs_of_nonneg (sq_nonneg (c i))])
    have h2 : d ⬝ᵥ c = ∑ i, d i * p i := by
      refine Finset.sum_congr rfl fun i _ => ?_
      by_cases h : l i = 0
      · rw [show p i = c i from if_pos h]
      · rw [(mul_eq_zero.mp (hd i)).resolve_left h, zero_mul, zero_mul]
    have h3 := Finset.sum_mul_sq_le_sq_mul_sq Finset.univ d p
    have h4 : ∑ i, |s i| * c i ^ 2 + ∑ i, p i ^ 2 = c ⬝ᵥ c := by
      rw [← Finset.sum_add_distrib]
      refine Finset.sum_congr rfl fun i _ => ?_
      by_cases h : l i = 0
      · rw [hs0 i h, show p i = c i from if_pos h, abs_zero]
        ring
      · rw [hs1 i h, show p i = 0 from if_neg h]
        ring
    have h5 : ∑ i, d i ^ 2 ≤ 1 := by
      simpa only [dotProduct, sq] using hu1
    have h6 := mul_le_mul_of_nonneg_right h5
      (Finset.sum_nonneg fun i (_ : i ∈ Finset.univ) => sq_nonneg (p i))
    rw [h2]
    linarith
```

## The bound for an arbitrary coupling

The off-diagonal blocks of the trial matrix are outer products: `vecMulVec x y` is $xy^{T}$. This lemma evaluates the bilinear form $a\cdot(xy^{T})b$ as $(x\cdot a)(y\cdot b)$.

```lean
omit [DecidableEq m] [DecidableEq n] in
/-- The bilinear form of the outer product of `x` and `y`, evaluated at `a` and `b`, is the product
of the dot products `x ⬝ᵥ a` and `y ⬝ᵥ b`. -/
theorem dotProduct_vecMulVec (x a : m → ℝ) (y b : n → ℝ) :
    a ⬝ᵥ vecMulVec x y *ᵥ b = (x ⬝ᵥ a) * (y ⬝ᵥ b) := by
  simp only [dotProduct, Matrix.mulVec, Matrix.vecMulVec_apply]
  rw [Finset.sum_mul_sum]
  simp only [Finset.mul_sum]
  exact Finset.sum_congr rfl fun i _ => Finset.sum_congr rfl fun j _ => by ring
```

The main theorem assumes exactly the two symmetries, the two kernel equations and the two normalisations. It places no restriction on `C`, and either fragment may have further non-bonding orbitals.

The facts `tr1` and `tr2` compute the traces of the two coupling terms. The intermediate claim `core` proves the bound without the absolute value for any normalised non-bonding `w` of the first fragment. There `x` is split into `a` and `b`, and the squares $(w\cdot a\pm v\cdot b)^2\ge0$ supply the two sides of the estimate for the cross term. The last lines apply `core` to `u` or to `-u`, according to the sign of the coupling.

```lean
/-- Dewar union bound: joining two symmetric fragments with normalised non-bonding orbitals `u`
and `v` by a real coupling `C` raises the sum of absolute orbital energies by at least twice the
absolute coupling between `u` and `v`. -/
theorem dewar_union_bound {A : Matrix m m ℝ} {B : Matrix n n ℝ} (hA : A.IsHermitian)
    (hB : B.IsHermitian) (C : Matrix m n ℝ) {u : m → ℝ} {v : n → ℝ}
    (hu : A *ᵥ u = 0) (hu1 : u ⬝ᵥ u = 1) (hv : B *ᵥ v = 0) (hv1 : v ⬝ᵥ v = 1) :
    energy hA + energy hB + 2 * |u ⬝ᵥ C *ᵥ v| ≤ energy (union_isHermitian hA hB C) := by
  obtain ⟨S, hS, hSb⟩ := exists_sign_matrix hA
  obtain ⟨T, hT, hTb⟩ := exists_sign_matrix hB
  have tr1 : ∀ w : m → ℝ, Matrix.trace (C * vecMulVec v w) = w ⬝ᵥ C *ᵥ v := by
    intro w
    simp only [Matrix.trace, Matrix.diag_apply, Matrix.mul_apply, Matrix.vecMulVec_apply,
      dotProduct, Matrix.mulVec, Finset.mul_sum]
    exact Finset.sum_congr rfl fun i _ => Finset.sum_congr rfl fun j _ => by ring
  have tr2 : ∀ w : m → ℝ, Matrix.trace (Cᵀ * vecMulVec w v) = w ⬝ᵥ C *ᵥ v := by
    intro w
    rw [← tr1 w, ← Matrix.trace_transpose, Matrix.transpose_mul, Matrix.transpose_transpose,
      Matrix.trace_mul_comm]
    congr 2
    ext i j
    simp only [Matrix.transpose_apply, Matrix.vecMulVec_apply, mul_comm]
  -- the bound for either sign of the first non-bonding orbital
  have core : ∀ w : m → ℝ, A *ᵥ w = 0 → w ⬝ᵥ w = 1 →
      energy hA + energy hB + 2 * (w ⬝ᵥ C *ᵥ v) ≤ energy (union_isHermitian hA hB C) := by
    intro w hw hw1
    have h := trace_mul_le_energy (union_isHermitian hA hB C)
      (fromBlocks S (vecMulVec w v) (vecMulVec v w) T) (fun x => by
        let a : m → ℝ := x ∘ Sum.inl
        let b : n → ℝ := x ∘ Sum.inr
        have hx : x ⬝ᵥ x = a ⬝ᵥ a + b ⬝ᵥ b := Fintype.sum_sum_type _
        have hq : x ⬝ᵥ fromBlocks S (vecMulVec w v) (vecMulVec v w) T *ᵥ x =
            (a ⬝ᵥ S *ᵥ a + a ⬝ᵥ vecMulVec w v *ᵥ b) +
              (b ⬝ᵥ vecMulVec v w *ᵥ a + b ⬝ᵥ T *ᵥ b) := by
          rw [Matrix.fromBlocks_mulVec, ← dotProduct_add, ← dotProduct_add]
          exact Fintype.sum_sum_type _
        rw [hx, hq, dotProduct_vecMulVec, dotProduct_vecMulVec]
        have h1 := hSb w hw hw1.le a
        have h2 := hTb v hv hv1.le b
        have h3 := abs_le.mp (le_refl |a ⬝ᵥ S *ᵥ a|)
        have h4 := abs_le.mp (le_refl |b ⬝ᵥ T *ᵥ b|)
        rw [abs_le]
        constructor
        · nlinarith [sq_nonneg (w ⬝ᵥ a + v ⬝ᵥ b), h3.1, h4.1]
        · nlinarith [sq_nonneg (w ⬝ᵥ a - v ⬝ᵥ b), h3.2, h4.2])
    have htr : ∀ (P : Matrix m m ℝ) (X : Matrix m n ℝ) (Y : Matrix n m ℝ) (R : Matrix n n ℝ),
        Matrix.trace (fromBlocks P X Y R) = Matrix.trace P + Matrix.trace R :=
      fun P X Y R => Fintype.sum_sum_type _
    rw [Matrix.fromBlocks_multiply, htr, Matrix.trace_add,
      Matrix.trace_add, hS, hT, tr1, tr2] at h
    linarith
  rcases abs_choice (u ⬝ᵥ C *ᵥ v) with h | h
  · rw [h]
    exact core u hu hu1
  · rw [h, ← neg_dotProduct]
    exact core (-u) (by rw [Matrix.mulVec_neg, hu, neg_zero])
      (by rw [neg_dotProduct, dotProduct_neg, neg_neg, hu1])
```

## One new bond

`Matrix.single r s β` has the entry `β` at position `(r, s)` and zeros elsewhere. The proof writes it as an outer product, finds $u\cdot Cv=\beta u_rv_s$, and substitutes this into the general bound. The sign of `β` is free, so the usual negative resonance integral is included.

```lean
/-- One new bond of strength `β` between atoms `r` and `s` of two symmetric fragments with
normalised non-bonding orbitals `u` and `v` raises the sum of absolute orbital energies by at
least `2 |β u_r v_s|`. -/
theorem dewar_single_bond {A : Matrix m m ℝ} {B : Matrix n n ℝ} (hA : A.IsHermitian)
    (hB : B.IsHermitian) (r : m) (s : n) (β : ℝ) {u : m → ℝ} {v : n → ℝ}
    (hu : A *ᵥ u = 0) (hu1 : u ⬝ᵥ u = 1) (hv : B *ᵥ v = 0) (hv1 : v ⬝ᵥ v = 1) :
    energy hA + energy hB + 2 * |β * u r * v s| ≤
      energy (union_isHermitian hA hB (Matrix.single r s β)) := by
  have hC : Matrix.single r s β = vecMulVec (Pi.single r β) (Pi.single s 1) := by
    ext i j
    simp only [Matrix.single_apply, Matrix.vecMulVec_apply, Pi.single_apply]
    split_ifs <;> simp_all
  have h := dewar_union_bound hA hB (Matrix.single r s β) hu hu1 hv hv1
  have e : u ⬝ᵥ Matrix.single r s β *ᵥ v = β * u r * v s := by
    rw [hC, dotProduct_vecMulVec, single_dotProduct, single_dotProduct, one_mul]
  rwa [e] at h

end DewarUnion
```

```lean
#print axioms DewarUnion.dewar_union_bound
-- 'DewarUnion.dewar_union_bound' depends on axioms: [propext, Classical.choice, Quot.sound]
#print axioms DewarUnion.dewar_single_bond
-- 'DewarUnion.dewar_single_bond' depends on axioms: [propext, Classical.choice, Quot.sound]
```
